# Parity and triangle rules for the Slater coefficients $c^k(l0,l'0)$

Two electrons sit in atomic p orbitals with $m=0$, whose angular parts are both proportional to $x=\cos\theta$. Their repulsion is expanded in multipoles,

$$\frac1{r_{12}}=\sum_{k\ge 0}\frac{r_<^k}{r_>^{k+1}}\,P_k(\cos\gamma),$$

where $r_<$ and $r_>$ are the smaller and larger distance from the nucleus, $\gamma$ is the angle between the position vectors, and $P_k$ is the Legendre polynomial. For each electron, the multipole $k$ enters with a factor proportional to $\int_{-1}^1 x\,P_k(x)\,x\,dx$. With $P_0=1$ and $P_2=(3x^2-1)/2$,

$$x^2=\tfrac13P_0+\tfrac23P_2 .$$

Legendre polynomials of different degree are orthogonal, so only two multipoles survive: the integral is $2/3$ for $k=0$ and $4/15$ for $k=2$. Odd $k$ fails by parity, and $k>2$ fails because $x^2$ has degree 2.

The same two arguments work for any orbital angular momenta $l$ and $l'$. If $\int_{-1}^1P_lP_kP_{l'}\,dx\neq0$, then $l+k+l'$ is even and $|l-l'|\le k\le l+l'$. In Hartree–Fock calculations on atoms, this leaves at most $\min(l,l')+1$ multipoles in the exchange integral between two $m=0$ orbitals.

```lean
import Mathlib

open Polynomial

namespace SlaterAngularSelection

noncomputable section
```

## Polynomials, harmonics and the coefficient

The Legendre polynomial is defined by the Rodrigues formula,

$$P_n(x)=\frac1{2^n n!}\frac{d^n}{dx^n}(x^2-1)^n .$$

In Lean it is an element of `ℝ[X]`, a formal real polynomial, so degrees and coefficients are directly available.

```lean
/-- The Legendre polynomial `P_n`, given by the Rodrigues formula: the `n`-th derivative of
`(x² - 1)^n` divided by `2^n n!`. -/
def legendreP (n : ℕ) : ℝ[X] :=
  (1 / (2 ^ n * (n.factorial : ℝ))) • derivative^[n] ((X ^ 2 - 1) ^ n)
```

Integration over $[-1,1]$ is a linear map from polynomials to real numbers. Despite its name, `angularIntegral` runs over $x=\cos\theta$ only and carries no factor $2\pi$.

```lean
/-- Integration of a real polynomial over `[-1, 1]`, as a linear functional. -/
def angularIntegral : ℝ[X] →ₗ[ℝ] ℝ where
  toFun p := ∫ x in (-1 : ℝ)..1, p.eval x
  map_add' p q := by
    simp only [eval_add]
    exact intervalIntegral.integral_add (p.continuous.intervalIntegrable _ _)
      (q.continuous.intervalIntegrable _ _)
  map_smul' t p := by
    simp only [eval_smul, smul_eq_mul, RingHom.id_apply]
    exact intervalIntegral.integral_const_mul _ _
```

The harmonic with $m=0$ is real and depends on $x$ alone:

$$Y_{l0}=\sqrt{\frac{2l+1}{4\pi}}\,P_l(x).$$

```lean
/-- The spherical harmonic `Y_l0` as a function of `x = cos θ`. -/
def sphericalY0 (l : ℕ) (x : ℝ) : ℝ :=
  √((2 * l + 1) / (4 * Real.pi)) * (legendreP l).eval x
```

The angular coefficient is

$$c^k(l0,l'0)=\sqrt{\frac{4\pi}{2k+1}}\int Y_{l0}Y_{k0}Y_{l'0}\,d\Omega .$$

Since $d\Omega=dx\,d\varphi$ and nothing depends on $\varphi$, the azimuth gives $2\pi$, which is written into the definition. Coefficients with $m\neq0$ would need associated Legendre functions and are left aside. The step from `slaterC` to an actual repulsion energy uses the multipole expansion above, the addition theorem that splits $P_k(\cos\gamma)$ into products of one harmonic for each electron, and radial integrals. None of this is formalised here.

```lean
/-- The angular coefficient `c^k(l0, l'0)`: `√(4π/(2k+1))` times the integral of
`Y_l0 Y_k0 Y_l'0` over the sphere, where the azimuthal angle contributes `2π`. -/
def slaterC (l k l' : ℕ) : ℝ :=
  √(4 * Real.pi / (2 * k + 1)) *
    (2 * Real.pi * ∫ x in (-1 : ℝ)..1, sphericalY0 l x * sphericalY0 k x * sphericalY0 l' x)
```

## Orthogonality to lower degrees

For polynomials $f,g$ with $f(\pm1)=0$, integrating $(fg)'=f'g+fg'$ over the interval gives

$$\int_{-1}^1 f'g\,dx=-\int_{-1}^1 fg'\,dx .$$

Lean obtains $\int(fg)'=0$ from the fundamental theorem of calculus and splits it with the product rule.

```lean
/-- Integration by parts on `[-1, 1]` for polynomials, when `f` vanishes at both ends. -/
theorem integral_by_parts (f g : ℝ[X]) (h1 : f.eval 1 = 0) (h2 : f.eval (-1) = 0) :
    angularIntegral (derivative f * g) = -angularIntegral (f * derivative g) := by
  have h : angularIntegral (derivative (f * g)) = 0 := by
    have h := intervalIntegral.integral_eq_sub_of_hasDerivAt (a := (-1 : ℝ)) (b := 1)
      (f := fun x => (f * g).eval x) (f' := fun x => (derivative (f * g)).eval x)
      (fun x _ => (f * g).hasDerivAt x)
      ((derivative (f * g)).continuous.intervalIntegrable _ _)
    change ∫ x in (-1 : ℝ)..1, (derivative (f * g)).eval x = 0
    rw [h]
    simp only [eval_mul, h1, h2, zero_mul, sub_self]
  rw [derivative_mul, map_add] at h
  linarith
```

Let $u=(x^2-1)^n$ and let $q$ have degree below $n$. For $m<n$ the derivative $u^{(m)}$ still contains the factor $(x^2-1)^{n-m}$, so it vanishes at $\pm1$. All $n$ derivatives can therefore be moved to $q$:

$$\int_{-1}^1u^{(n)}q\,dx=(-1)^n\int_{-1}^1u\,q^{(n)}\,dx=0 .$$

The auxiliary claim `key` is an induction on the number $m$ of derivatives, for every $q$ with $q^{(m)}=0$. Each step removes one derivative from $u^{(m+1)}$ and passes to $q'$; `hb` supplies the vanishing boundary values. The hypothesis `q.degree < n` includes $q=0$, which is the only case when $n=0$.

```lean
/-- `P_n` is orthogonal on `[-1, 1]` to every polynomial of degree less than `n`. -/
theorem legendreP_orthogonal (n : ℕ) (q : ℝ[X]) (hq : q.degree < n) :
    angularIntegral (legendreP n * q) = 0 := by
  -- move the derivatives one by one from `(x² - 1)^n` to `q`
  have key : ∀ m : ℕ, m ≤ n → ∀ q : ℝ[X], derivative^[m] q = 0 →
      angularIntegral (derivative^[m] ((X ^ 2 - 1) ^ n) * q) = 0 := by
    intro m
    induction m with
    | zero =>
      intro _ q hq
      have h0 : q = 0 := hq
      rw [h0, mul_zero, map_zero]
    | succ m ih =>
      intro hm q hq
      -- the boundary terms vanish
      have hb : ∀ x : ℝ, x ^ 2 = 1 →
          (derivative^[m] ((X ^ 2 - 1 : ℝ[X]) ^ n)).eval x = 0 := by
        intro x hx
        obtain ⟨r, hr⟩ := pow_sub_dvd_iterate_derivative_pow (X ^ 2 - 1 : ℝ[X]) n m
        have hnm : n - m ≠ 0 := by omega
        rw [hr, eval_mul, eval_pow, eval_sub, eval_pow, eval_X, eval_one, hx, sub_self,
          zero_pow hnm, zero_mul]
      rw [Function.iterate_succ_apply',
        integral_by_parts _ _ (hb 1 (by norm_num)) (hb (-1) (by norm_num)),
        ih (by omega) _ hq, neg_zero]
  have hd : derivative^[n] q = 0 := by
    ext m
    rw [coeff_iterate_derivative, (degree_lt_iff_coeff_zero q n).1 hq (m + n) (by omega),
      smul_zero, coeff_zero]
  rw [legendreP, smul_mul_assoc, map_smul, key n le_rfl q hd, smul_zero]
```

## Degree and parity

Since $u$ has degree $2n$ and leading coefficient 1, its $n$-th derivative has degree $n$, and the coefficient of $x^n$ in $P_n$ is

$$\frac{(2n)!}{2^n(n!)^2}>0 .$$

The theorem records only the bound on the degree and the sign. The quotient $(2n)!/n!$ appears as `descFactorial`.

```lean
/-- `P_n` has degree at most `n`, and its coefficient of `x^n` is positive. -/
theorem legendreP_leading (n : ℕ) :
    (legendreP n).natDegree ≤ n ∧ 0 < (legendreP n).coeff n := by
  have h2 : (X ^ 2 - 1 : ℝ[X]).natDegree ≤ 2 := by compute_degree
  constructor
  · rw [natDegree_le_iff_coeff_eq_zero]
    intro N hN
    have hu : ((X ^ 2 - 1 : ℝ[X]) ^ n).natDegree ≤ n * 2 := natDegree_pow_le_of_le n h2
    rw [legendreP, coeff_smul, coeff_iterate_derivative,
      coeff_eq_zero_of_natDegree_lt (by omega), smul_zero, smul_zero]
  · have hc : ((X ^ 2 - 1 : ℝ[X]) ^ n).coeff (n + n) = 1 := by
      rw [← mul_two, coeff_pow_of_natDegree_le h2]
      simp [coeff_one]
    have hf : 0 < (n + n).descFactorial n := Nat.pos_of_ne_zero (by
      rw [Ne, Nat.descFactorial_eq_zero_iff_lt]
      omega)
    have hf' : (0 : ℝ) < ((n + n).descFactorial n : ℝ) := by exact_mod_cast hf
    rw [legendreP, coeff_smul, coeff_iterate_derivative, hc, nsmul_eq_mul, mul_one,
      smul_eq_mul]
    positivity
```

The polynomial $u$ is even, and differentiating $p(-x)$ gives $-p'(-x)$, so each derivative changes the parity. Hence $P_n(-x)=(-1)^nP_n(x)$. Substituting $-x$ is written `comp (-X)`, and the induction counts the signs.

```lean
/-- Under inversion `x → -x` the Legendre polynomial `P_n` is multiplied by `(-1)^n`. -/
theorem legendreP_parity (n : ℕ) :
    (legendreP n).comp (-X) = (-1 : ℝ) ^ n • legendreP n := by
  -- the `j`-th derivative of the even polynomial `(x² - 1)^n` has parity `(-1)^j`
  have key : ∀ j : ℕ, (derivative^[j] ((X ^ 2 - 1 : ℝ[X]) ^ n)).comp (-X) =
      (-1 : ℝ) ^ j • derivative^[j] ((X ^ 2 - 1 : ℝ[X]) ^ n) := by
    intro j
    induction j with
    | zero => simp
    | succ j ih =>
      have h := congrArg derivative ih
      rw [derivative_comp, derivative_smul, derivative_neg, derivative_X, neg_one_mul] at h
      rw [Function.iterate_succ_apply', pow_succ (-1 : ℝ) j, mul_neg_one, neg_smul, ← h,
        neg_neg]
  rw [legendreP, smul_comp, key n, smul_comm]
```

## The selection rules for the triple integral

Suppose one index exceeds the sum of the other two, say $c>a+b$. Then $P_aP_b$ has degree below $c$, and orthogonality gives $\int P_cP_aP_b\,dx=0$. This is `tri`. Applied to each of the three factors, it shows that a nonzero integral requires

$$k\le l+l',\qquad l\le k+l',\qquad l'\le l+k,$$

and the last two together say $|l-l'|\le k$.

For parity, write $T=\int_{-1}^1P_lP_kP_{l'}\,dx$. Replacing $x$ by $-x$ leaves the integral unchanged and multiplies the integrand by $(-1)^{l+k+l'}$. If the sum is odd, $T=-T$ and so $T=0$.

In the statement the indices are natural numbers, and the difference is taken in the integers, `(l : ℤ) - l'`, so that it can be negative.

```lean
/-- Selection rules: if the integral of `P_l P_k P_l'` over `[-1, 1]` is nonzero, then
`l + k + l'` is even and `|l - l'| ≤ k ≤ l + l'`. -/
theorem legendreP_selection (l k l' : ℕ)
    (h : angularIntegral (legendreP l * legendreP k * legendreP l') ≠ 0) :
    Even (l + k + l') ∧ |(l : ℤ) - l'| ≤ k ∧ k ≤ l + l' := by
  -- orthogonality: no index exceeds the sum of the other two
  have tri : ∀ a b c : ℕ, a + b < c →
      angularIntegral (legendreP c * (legendreP a * legendreP b)) = 0 := by
    intro a b c hc
    apply legendreP_orthogonal
    have hd : (legendreP a * legendreP b).natDegree < c := by
      have h1 := natDegree_mul_le (p := legendreP a) (q := legendreP b)
      have h2 := (legendreP_leading a).1
      have h3 := (legendreP_leading b).1
      omega
    exact degree_le_natDegree.trans_lt (by exact_mod_cast hd)
  have hk : k ≤ l + l' := by
    by_contra hc
    apply h
    rw [← tri l l' k (by omega)]
    congr 1
    ring
  have hl : l ≤ k + l' := by
    by_contra hc
    apply h
    rw [← tri k l' l (by omega)]
    congr 1
    ring
  have hl' : l' ≤ l + k := by
    by_contra hc
    apply h
    rw [← tri l k l' (by omega)]
    congr 1
    ring
  refine ⟨?_, abs_le.2 ⟨by omega, by omega⟩, hk⟩
  -- parity: an odd integrand integrates to zero
  by_contra hodd
  rw [Nat.not_even_iff_odd] at hodd
  have hrefl : ∀ p : ℝ[X], angularIntegral (p.comp (-X)) = angularIntegral p := by
    intro p
    change ∫ x in (-1 : ℝ)..1, (p.comp (-X)).eval x = ∫ x in (-1 : ℝ)..1, p.eval x
    have hn := intervalIntegral.integral_comp_neg (a := (-1 : ℝ)) (b := 1)
      (fun x => p.eval x)
    simp only [eval_comp, eval_neg, eval_X]
    rw [hn, neg_neg]
  have hT := hrefl (legendreP l * legendreP k * legendreP l')
  rw [mul_comp, mul_comp, legendreP_parity, legendreP_parity, legendreP_parity,
    smul_mul_smul_comm, smul_mul_smul_comm, ← pow_add, ← pow_add, hodd.neg_one_pow,
    map_smul, smul_eq_mul] at hT
  apply h
  linarith
```

## A positive integral at the upper end

Let $\alpha_n>0$ be the coefficient of $x^n$ in $P_n$ and set $t=\alpha_a\alpha_b/\alpha_{a+b}>0$. Then $P_aP_b-tP_{a+b}$ has degree below $a+b$, because the leading terms cancel. Orthogonality removes this remainder:

$$\int_{-1}^1P_aP_bP_{a+b}\,dx=t\int_{-1}^1P_{a+b}^2\,dx>0 .$$

In Lean, `hr` is the cancellation and `hsq` the positivity of the last integral. If the square vanished on the whole interval, $P_{a+b}$ would have infinitely many roots and be zero, against its positive leading coefficient.

```lean
/-- The integral of `P_a P_b P_(a+b)` over `[-1, 1]` is positive. -/
theorem legendreP_stretched_pos (a b : ℕ) :
    0 < angularIntegral (legendreP a * legendreP b * legendreP (a + b)) := by
  obtain ⟨da, pa⟩ := legendreP_leading a
  obtain ⟨db, pb⟩ := legendreP_leading b
  obtain ⟨dc, pc⟩ := legendreP_leading (a + b)
  obtain ⟨t, ht⟩ : ∃ t : ℝ, t = (legendreP a).coeff a * (legendreP b).coeff b /
    (legendreP (a + b)).coeff (a + b) := ⟨_, rfl⟩
  have htpos : 0 < t := by rw [ht]; positivity
  -- `P_a P_b` is `t P_(a+b)` plus a polynomial of lower degree
  have hr : (legendreP a * legendreP b - t • legendreP (a + b)).degree < (a + b : ℕ) := by
    rw [degree_lt_iff_coeff_zero]
    intro m hm
    rw [coeff_sub, coeff_smul, smul_eq_mul]
    rcases hm.eq_or_lt with h | h
    · rw [← h, coeff_mul_add_eq_of_natDegree_le da db, ht, div_mul_cancel₀ _ pc.ne',
        sub_self]
    · have hd := natDegree_mul_le (p := legendreP a) (q := legendreP b)
      rw [coeff_eq_zero_of_natDegree_lt (by omega : (legendreP a * legendreP b).natDegree < m),
        coeff_eq_zero_of_natDegree_lt (by omega : (legendreP (a + b)).natDegree < m),
        mul_zero, sub_zero]
  have h0 := legendreP_orthogonal (a + b) _ hr
  rw [mul_sub, map_sub, mul_smul_comm, map_smul, smul_eq_mul] at h0
  -- the square of a nonzero polynomial has a positive integral
  have hsq : 0 < angularIntegral (legendreP (a + b) * legendreP (a + b)) := by
    change 0 < ∫ x in (-1 : ℝ)..1, (legendreP (a + b) * legendreP (a + b)).eval x
    apply intervalIntegral.integral_pos (by norm_num)
      (legendreP (a + b) * legendreP (a + b)).continuous.continuousOn
    · intro x _
      rw [eval_mul]
      exact mul_self_nonneg _
    · by_contra hno
      have hz : legendreP (a + b) = 0 := by
        apply eq_zero_of_infinite_isRoot
        apply (Set.Icc_infinite (by norm_num : (-1 : ℝ) < 1)).mono
        intro x hx
        by_contra hx0
        exact hno ⟨x, hx, by rw [eval_mul]; exact mul_self_pos.2 hx0⟩
      rw [hz, coeff_zero] at pc
      exact lt_irrefl _ pc
  rw [mul_comm (legendreP a * legendreP b)]
  have := mul_pos htpos hsq
  linarith
```

## From integrals to $c^k$

Inserting the harmonics, the two square roots containing $2k+1$ multiply to 1. Those with $l$ and $l'$ give $\sqrt{(2l+1)(2l'+1)}/(4\pi)$, and the azimuthal $2\pi$ leaves

$$c^k(l0,l'0)=\frac{\sqrt{(2l+1)(2l'+1)}}2\int_{-1}^1P_lP_kP_{l'}\,dx .$$

The facts `h1` and `h2` are these two simplifications of square roots.

```lean
/-- `c^k(l0, l'0)` equals `√((2l+1)(2l'+1))/2` times the integral of `P_l P_k P_l'` over
`[-1, 1]`. -/
theorem slaterC_eq (l k l' : ℕ) :
    slaterC l k l' = √((2 * l + 1) * (2 * l' + 1)) / 2 *
      angularIntegral (legendreP l * legendreP k * legendreP l') := by
  have hpi := Real.pi_pos
  have hI : ∫ x in (-1 : ℝ)..1, sphericalY0 l x * sphericalY0 k x * sphericalY0 l' x =
      √((2 * l + 1) / (4 * Real.pi)) * √((2 * k + 1) / (4 * Real.pi)) *
        √((2 * l' + 1) / (4 * Real.pi)) *
        angularIntegral (legendreP l * legendreP k * legendreP l') := by
    change _ = _ * ∫ x in (-1 : ℝ)..1, (legendreP l * legendreP k * legendreP l').eval x
    rw [← intervalIntegral.integral_const_mul]
    refine intervalIntegral.integral_congr fun x _ => ?_
    simp only [sphericalY0, eval_mul]
    ring
  have h1 : √(4 * Real.pi / (2 * k + 1)) * √((2 * k + 1) / (4 * Real.pi)) = 1 := by
    rw [← Real.sqrt_mul (by positivity), div_mul_div_cancel₀ (by positivity),
      div_self (by positivity), Real.sqrt_one]
  have h2 : √((2 * l + 1) / (4 * Real.pi)) * √((2 * l' + 1) / (4 * Real.pi)) *
      (4 * Real.pi) = √((2 * l + 1) * (2 * l' + 1)) := by
    rw [← Real.sqrt_mul (by positivity), div_mul_div_comm, ← sq,
      Real.sqrt_div (by positivity), Real.sqrt_sq (by positivity),
      div_mul_cancel₀ _ (by positivity)]
  rw [slaterC, hI]
  linear_combination
    (2 * Real.pi * angularIntegral (legendreP l * legendreP k * legendreP l') *
      √((2 * l + 1) / (4 * Real.pi)) * √((2 * l' + 1) / (4 * Real.pi))) * h1 +
    (angularIntegral (legendreP l * legendreP k * legendreP l') / 2) * h2
```

For the p orbitals of the opening, $l=l'=1$ and the prefactor is $3/2$. The two integrals found there give

$$c^0(10,10)=\tfrac32\cdot\tfrac23=1,\qquad c^2(10,10)=\tfrac32\cdot\tfrac4{15}=\tfrac25 .$$

The first value is the normalisation of $Y_{10}$.

A nonzero $c^k$ forces a nonzero triple integral, so the selection rules carry over unchanged.

```lean
/-- Selection rules for the angular coefficients: if `c^k(l0, l'0)` is nonzero, then
`l + k + l'` is even and `|l - l'| ≤ k ≤ l + l'`. -/
theorem slaterC_selection (l k l' : ℕ) (h : slaterC l k l' ≠ 0) :
    Even (l + k + l') ∧ |(l : ℤ) - l'| ≤ k ∧ k ≤ l + l' := by
  rw [slaterC_eq] at h
  exact legendreP_selection l k l' (right_ne_zero_of_mul h)
```

The rules are necessary conditions for a nonzero coefficient. At both ends of the triangle range the coefficient is in fact positive. For $k=l+l'$ this is the positive integral above with its factors reordered. For $k=|l-l'|$ the larger of $l$ and $l'$ is the sum of the other two indices, so the same integral applies with the roles exchanged; the proof treats $l\le l'$ and $l'\le l$ separately. Here `natAbs` sends the integer $l-l'$ to its absolute value $|l-l'|$, as a natural number. The theorem makes no statement about the values of $k$ strictly between the ends.

```lean
/-- Both ends of the triangle range are attained: `c^k(l0, l'0)` is positive for `k = l + l'`
and for `k = |l - l'|`. -/
theorem slaterC_extremes_pos (l l' : ℕ) :
    0 < slaterC l (l + l') l' ∧ 0 < slaterC l ((l : ℤ) - l').natAbs l' := by
  constructor
  · rw [slaterC_eq, mul_right_comm (legendreP l)]
    exact mul_pos (by positivity) (legendreP_stretched_pos l l')
  · rw [slaterC_eq]
    apply mul_pos (by positivity)
    -- the larger of `l` and `l'` is the sum of the other two indices
    rcases le_total l l' with h | h
    · have hs := legendreP_stretched_pos l ((l : ℤ) - l').natAbs
      rwa [show l + ((l : ℤ) - l').natAbs = l' by omega] at hs
    · have hs := legendreP_stretched_pos ((l : ℤ) - l').natAbs l'
      rw [show ((l : ℤ) - l').natAbs + l' = l by omega] at hs
      rwa [mul_assoc, mul_comm (legendreP l)]

end

end SlaterAngularSelection
```

```lean
#print axioms SlaterAngularSelection.slaterC_selection
#print axioms SlaterAngularSelection.slaterC_extremes_pos
```

```
'SlaterAngularSelection.slaterC_selection' depends on axioms: [propext, Classical.choice, Quot.sound]
'SlaterAngularSelection.slaterC_extremes_pos' depends on axioms: [propext, Classical.choice, Quot.sound]
```
